# Trace correlations of one-body operators on N ≥ 2 sites

## Configurations as basis states

A basis state of N sites is represented here as a function that assigns one of d levels to each site, and not as an element of an N-fold iterated tensor product. An operator is then a matrix whose rows and columns are labelled by such configurations σ and τ. This treats all sites alike and avoids any bracketing of tensor factors.

In this basis, the tensor product of one-site matrices Aₖ, one for each site k, has the entries

(⊗ₖ Aₖ)(σ, τ) = ∏ₖ Aₖ(σₖ, τₖ).

For a d×d matrix h, let Eᵢ(h) be the tensor product with h at site i and the identity at every other site. The one-body operator is

Γ(h) = Σᵢ Eᵢ(h).

If h is a one-site Hamiltonian, Γ(h) is the Hamiltonian of N identical sites with no coupling between them. Hopping of electrons from one site to another, which electronic-structure theory also calls a one-body term, is not of this form. If h is a spin component, Γ(h) is the corresponding component of the total spin.

## The correlation at infinite temperature

At infinite temperature all d^N configurations have equal weight, and the average of an operator X is ⟨X⟩ = Tr X / d^N. The central result concerns the unnormalised trace:

Tr(Γ(h)Γ(g)) = N d^(N−1) Tr(hg) + N(N−1) d^(N−2) Tr(h) Tr(g).

With the one-site average ⟨a⟩₁ = Tr a / d, division by d^N gives

⟨Γ(h)Γ(g)⟩ = N ⟨hg⟩₁ + N(N−1) ⟨h⟩₁⟨g⟩₁,

⟨Γ(h)Γ(g)⟩ − ⟨Γ(h)⟩⟨Γ(g)⟩ = N (⟨hg⟩₁ − ⟨h⟩₁⟨g⟩₁).

The connected correlation is therefore extensive: different sites are uncorrelated, and each site contributes the same amount. For a Hamiltonian Γ(h) of finitely many uncoupled sites, the case g = h gives the energy variance at infinite temperature, which is the coefficient of β²/2 in the expansion of ln Tr exp(−βΓ(h)) in powers of the inverse temperature β.

## Derivation by hand

**Products and traces.** Let μ run over the intermediate configurations in a matrix product. Then

Σ_μ ∏ₖ Aₖ(σₖ, μₖ) Bₖ(μₖ, τₖ) = ∏ₖ Σₓ Aₖ(σₖ, x) Bₖ(x, τₖ) = ∏ₖ (AₖBₖ)(σₖ, τₖ),

because summing over all configurations means summing over the level x of each site independently. Tensor products thus multiply site by site. The same exchange of sum and product gives

Tr(⊗ₖ Aₖ) = Σ_σ ∏ₖ Aₖ(σₖ, σₖ) = ∏ₖ Tr Aₖ.

**One or two occupied sites.** Each site that carries the identity contributes Tr 1 = d. Hence

Tr Eᵢ(h) = d^(N−1) Tr h.

On the same site, Eᵢ(h)Eᵢ(g) = Eᵢ(hg), so

Tr(Eᵢ(h)Eᵢ(g)) = d^(N−1) Tr(hg).

For i ≠ j, one site carries h, another carries g, and N−2 sites carry the identity:

Tr(Eᵢ(h)Eⱼ(g)) = d^(N−2) Tr(h) Tr(g).

**The double sum.** Expanding Γ(h)Γ(g) gives N terms with i = j and N(N−1) ordered pairs with i ≠ j. Adding their traces yields the central result.

**The connected part.** Summing the single-site trace gives Tr Γ(h) = N d^(N−1) Tr h. Therefore

d^N Tr(Γ(h)Γ(g)) − Tr Γ(h) Tr Γ(g)

= N d^(2N−1) Tr(hg) + [N(N−1) − N²] d^(2N−2) Tr(h) Tr(g)

= N d^(2N−2) (d Tr(hg) − Tr(h) Tr(g)).

**Vanishing fluctuations.** Let h be Hermitian, g = h and d ≥ 1. Put c = Tr h / d, which is real, and B = h − c1, the traceless part of h. Then B is Hermitian, and

Tr(B†B) = Tr(h²) − 2c Tr h + c²d = Tr(h²) − c Tr h = (d Tr(h²) − (Tr h)²) / d.

If the connected correlation vanishes, so does Tr(B†B). This trace is the sum of |B(x, y)|² over all entries, so B = 0 and h = c1. Conversely, h = c1 gives d·c²d − (cd)² = 0. For d = 0 the matrix h is empty, and both sides of the equivalence hold.

## The theorems in words

`trace_oneBody_mul_oneBody` states the central result for every natural number `M`, every `d` and arbitrary complex matrices `h` and `g`. The number of sites is N = `M + 2`. This builds in N ≥ 2 and avoids subtraction of natural numbers, which Lean cuts off at zero. The factors `(M : ℂ) + 2` and `(M : ℂ) + 1` are N and N−1, while the powers `M + 1` and `M` of d are N−1 and N−2.

The type `Fin N → Fin d` is the set of configurations, with sites and levels numbered from zero. `productOp A` is the tensor product of the matrices `A k`, `onSite i h` is Eᵢ(h), and `oneBody N h` is Γ(h).

`connected_correlation` gives the connected correlation multiplied by d^(2N), so that no division occurs. `no_fluctuation_iff_scalar` adds the hypothesis `h.IsHermitian`, which says that h is an observable. It is needed: the 2×2 matrix whose only nonzero entry is a 1 above the diagonal has Tr h = Tr(h²) = 0 without being a multiple of the identity.

The sites are distinguishable and the trace runs over the whole tensor-product space. Traces restricted to symmetric or antisymmetric states, as for identical bosons or fermions, obey different formulas. The same h acts on every site, and finite temperature is not treated. The normalised averages above are a reading of the theorems for d ≥ 1, not statements in the file.

## The Lean file

```lean
import Mathlib

open Matrix Finset
open scoped ComplexOrder

namespace OneBodyTraceCorrelations

noncomputable section

/-- The tensor product of one-site matrices `A k`, written in the basis of configurations
that assign one of `d` levels to each of `N` sites. -/
def productOp {N d : ℕ} (A : Fin N → Matrix (Fin d) (Fin d) ℂ) :
    Matrix (Fin N → Fin d) (Fin N → Fin d) ℂ :=
  Matrix.of fun σ τ => ∏ k, A k (σ k) (τ k)

/-- The one-site matrix `h` acting on site `i`, with the identity on all other sites. -/
def onSite {N d : ℕ} (i : Fin N) (h : Matrix (Fin d) (Fin d) ℂ) :
    Matrix (Fin N → Fin d) (Fin N → Fin d) ℂ :=
  productOp fun k => if k = i then h else 1

/-- The one-body operator `Γ(h)`: the sum over all `N` sites of the embedded matrix `h`. -/
def oneBody (N : ℕ) {d : ℕ} (h : Matrix (Fin d) (Fin d) ℂ) :
    Matrix (Fin N → Fin d) (Fin N → Fin d) ℂ :=
  ∑ i, onSite i h

/-- Product operators multiply site by site. -/
theorem productOp_mul {N d : ℕ} (A B : Fin N → Matrix (Fin d) (Fin d) ℂ) :
    productOp A * productOp B = productOp fun k => A k * B k := by
  ext σ τ
  simp only [productOp, Matrix.mul_apply, Matrix.of_apply, ← Finset.prod_mul_distrib]
  rw [Finset.prod_univ_sum, Fintype.piFinset_univ]

/-- The trace of a product operator is the product of the one-site traces. -/
theorem trace_productOp {N d : ℕ} (A : Fin N → Matrix (Fin d) (Fin d) ℂ) :
    trace (productOp A) = ∏ k, trace (A k) := by
  simp only [Matrix.trace, Matrix.diag_apply, productOp, Matrix.of_apply]
  rw [Finset.prod_univ_sum, Fintype.piFinset_univ]

/-- Among `M + 1` sites, a matrix embedded at one site has its one-site trace multiplied
by a factor `d` for each of the `M` other sites. -/
theorem trace_onSite {M d : ℕ} (i : Fin (M + 1)) (h : Matrix (Fin d) (Fin d) ℂ) :
    trace (onSite i h) = (d : ℂ) ^ M * trace h := by
  have rest : ∏ k ∈ univ.erase i,
      trace (if k = i then h else (1 : Matrix (Fin d) (Fin d) ℂ)) = (d : ℂ) ^ M := by
    have hc : ∀ k ∈ univ.erase i,
        trace (if k = i then h else (1 : Matrix (Fin d) (Fin d) ℂ)) = (d : ℂ) := by
      intro k hk
      rw [if_neg (Finset.ne_of_mem_erase hk), Matrix.trace_one, Fintype.card_fin]
    rw [Finset.prod_congr rfl hc, Finset.prod_const, Finset.card_erase_of_mem (mem_univ i),
      Finset.card_univ, Fintype.card_fin, Nat.add_sub_cancel]
  rw [onSite, trace_productOp, ← Finset.mul_prod_erase univ _ (mem_univ i), rest, if_pos rfl,
    mul_comm]

/-- Two matrices embedded at the same site multiply as one-site matrices. -/
theorem onSite_mul_same {N d : ℕ} (i : Fin N) (h g : Matrix (Fin d) (Fin d) ℂ) :
    onSite i h * onSite i g = onSite i (h * g) := by
  rw [onSite, onSite, productOp_mul, onSite]
  congr 1
  funext k
  by_cases hk : k = i <;> simp [hk]

/-- For two different sites among `M + 2`, the trace of the product of the embedded matrices
factorises into the one-site traces, with a factor `d` for each of the `M` other sites. -/
theorem trace_onSite_mul_of_ne {M d : ℕ} {i j : Fin (M + 2)} (hij : i ≠ j)
    (h g : Matrix (Fin d) (Fin d) ℂ) :
    trace (onSite i h * onSite j g) = (d : ℂ) ^ M * (trace h * trace g) := by
  have hj : j ∈ univ.erase i := Finset.mem_erase.mpr ⟨hij.symm, mem_univ j⟩
  have hc : ∀ k ∈ (univ.erase i).erase j,
      trace ((if k = i then h else (1 : Matrix (Fin d) (Fin d) ℂ)) *
        (if k = j then g else 1)) = (d : ℂ) := by
    intro k hk
    have hkj := Finset.ne_of_mem_erase hk
    have hki := Finset.ne_of_mem_erase (Finset.mem_of_mem_erase hk)
    rw [if_neg hki, if_neg hkj, one_mul, Matrix.trace_one, Fintype.card_fin]
  have hcard : ((univ.erase i).erase j).card = M := by
    rw [Finset.card_erase_of_mem hj, Finset.card_erase_of_mem (mem_univ i),
      Finset.card_univ, Fintype.card_fin]
    omega
  -- split off the two occupied sites; every other site contributes Tr 1 = d
  rw [onSite, onSite, productOp_mul, trace_productOp,
    ← Finset.mul_prod_erase univ _ (mem_univ i), ← Finset.mul_prod_erase _ _ hj,
    Finset.prod_congr rfl hc, Finset.prod_const, hcard,
    if_pos rfl, if_neg hij, if_neg hij.symm, if_pos rfl, mul_one, one_mul]
  ring

/-- Trace correlation of two one-body operators on `N = M + 2` copies of `ℂ^d`:
`Tr(Γ(h)Γ(g)) = N d^(N-1) Tr(hg) + N(N-1) d^(N-2) Tr(h) Tr(g)`. -/
theorem trace_oneBody_mul_oneBody (M : ℕ) {d : ℕ} (h g : Matrix (Fin d) (Fin d) ℂ) :
    trace (oneBody (M + 2) h * oneBody (M + 2) g) =
      ((M : ℂ) + 2) * (d : ℂ) ^ (M + 1) * trace (h * g) +
        ((M : ℂ) + 2) * ((M : ℂ) + 1) * (d : ℂ) ^ M * (trace h * trace g) := by
  -- for a fixed first site: one coincident site and M + 1 different ones
  have row : ∀ i : Fin (M + 2), ∑ j, trace (onSite i h * onSite j g) =
      (d : ℂ) ^ (M + 1) * trace (h * g) +
        ((M : ℂ) + 1) * ((d : ℂ) ^ M * (trace h * trace g)) := by
    intro i
    have hc : ∀ j ∈ univ.erase i, trace (onSite i h * onSite j g) =
        (d : ℂ) ^ M * (trace h * trace g) := fun j hj =>
      trace_onSite_mul_of_ne (Finset.ne_of_mem_erase hj).symm h g
    have hcard : (univ.erase i).card = M + 1 := by
      rw [Finset.card_erase_of_mem (mem_univ i), Finset.card_univ, Fintype.card_fin]
      omega
    rw [← Finset.add_sum_erase univ _ (mem_univ i), Finset.sum_congr rfl hc,
      Finset.sum_const, hcard, onSite_mul_same, trace_onSite, nsmul_eq_mul]
    push_cast
    ring
  rw [oneBody, oneBody, Finset.sum_mul_sum, Matrix.trace_sum]
  simp_rw [Matrix.trace_sum, row]
  rw [Finset.sum_const, Finset.card_univ, Fintype.card_fin, nsmul_eq_mul]
  push_cast
  ring

/-- The connected trace correlation of two one-body operators on `N = M + 2` sites is `N`
times the one-site connected correlation, up to the dimension factor `d^(2N-2)`. -/
theorem connected_correlation (M : ℕ) {d : ℕ} (h g : Matrix (Fin d) (Fin d) ℂ) :
    (d : ℂ) ^ (M + 2) * trace (oneBody (M + 2) h * oneBody (M + 2) g) -
        trace (oneBody (M + 2) h) * trace (oneBody (M + 2) g) =
      ((M : ℂ) + 2) * (d : ℂ) ^ (2 * M + 2) *
        ((d : ℂ) * trace (h * g) - trace h * trace g) := by
  have single : ∀ a : Matrix (Fin d) (Fin d) ℂ,
      trace (oneBody (M + 2) a) = ((M : ℂ) + 2) * ((d : ℂ) ^ (M + 1) * trace a) := by
    intro a
    rw [oneBody, Matrix.trace_sum, Finset.sum_congr rfl (fun i _ => trace_onSite i a),
      Finset.sum_const, Finset.card_univ, Fintype.card_fin, nsmul_eq_mul]
    push_cast
    ring
  rw [trace_oneBody_mul_oneBody, single, single]
  ring

/-- For Hermitian `h`, the connected trace correlation of `Γ(h)` with itself vanishes
exactly when `h` is a multiple of the identity. -/
theorem no_fluctuation_iff_scalar (M : ℕ) {d : ℕ} {h : Matrix (Fin d) (Fin d) ℂ}
    (hh : h.IsHermitian) :
    (d : ℂ) ^ (M + 2) * trace (oneBody (M + 2) h * oneBody (M + 2) h) -
        trace (oneBody (M + 2) h) * trace (oneBody (M + 2) h) = 0 ↔
      ∃ c : ℂ, h = c • (1 : Matrix (Fin d) (Fin d) ℂ) := by
  rw [connected_correlation]
  constructor
  · intro hzero
    rcases Nat.eq_zero_or_pos d with hd | hd
    · subst hd
      exact ⟨0, by ext i; exact i.elim0⟩
    have hd0 : (d : ℂ) ≠ 0 := Nat.cast_ne_zero.mpr hd.ne'
    have hM : (M : ℂ) + 2 ≠ 0 := by exact_mod_cast (by omega : M + 2 ≠ 0)
    have key := (mul_eq_zero.mp hzero).resolve_left (mul_ne_zero hM (pow_ne_zero _ hd0))
    have ht : star (trace h) = trace h := by rw [← Matrix.trace_conjTranspose, hh.eq]
    -- c is the mean level of h, a real number
    obtain ⟨c, hcd, hc⟩ : ∃ c : ℂ, c * d = trace h ∧ star c = c :=
      ⟨trace h / d, div_mul_cancel₀ _ hd0, by rw [star_div₀, ht, star_natCast]⟩
    have hsq : trace (h * h) = c * trace h :=
      mul_left_cancel₀ hd0 (by linear_combination key - trace h * hcd)
    have hB : (h - c • (1 : Matrix (Fin d) (Fin d) ℂ))ᴴ = h - c • 1 := by
      rw [Matrix.conjTranspose_sub, Matrix.conjTranspose_smul, Matrix.conjTranspose_one,
        hh.eq, hc]
    -- the traceless part of h has zero Hilbert-Schmidt norm
    have hnorm : trace ((h - c • (1 : Matrix (Fin d) (Fin d) ℂ))ᴴ * (h - c • 1)) = 0 := by
      rw [hB]
      simp only [sub_mul, mul_sub, smul_mul_assoc, mul_smul_comm, one_mul, mul_one,
        Matrix.trace_sub, Matrix.trace_smul, Matrix.trace_one, Fintype.card_fin, smul_eq_mul]
      linear_combination hsq + c * hcd
    exact ⟨c, sub_eq_zero.mp (Matrix.trace_conjTranspose_mul_self_eq_zero_iff.mp hnorm)⟩
  · rintro ⟨c, rfl⟩
    simp only [smul_mul_assoc, mul_smul_comm, one_mul, Matrix.trace_smul, Matrix.trace_one,
      Fintype.card_fin, smul_eq_mul]
    ring

end

end OneBodyTraceCorrelations
```

```lean
#print axioms OneBodyTraceCorrelations.trace_oneBody_mul_oneBody
#print axioms OneBodyTraceCorrelations.no_fluctuation_iff_scalar
```

```
'OneBodyTraceCorrelations.trace_oneBody_mul_oneBody' depends on axioms: [propext, Classical.choice, Quot.sound]
'OneBodyTraceCorrelations.no_fluctuation_iff_scalar' depends on axioms: [propext, Classical.choice, Quot.sound]
```

## How the proof follows the derivation

**Exchange of sum and product.** `productOp_mul` and `trace_productOp` both rest on `Finset.prod_univ_sum`, which turns a product of sums into a sum over choices of one level per site. `Fintype.piFinset_univ` identifies these choices with all configurations.

**Counting identity factors.** `trace_onSite` separates site i from the product of traces with `Finset.mul_prod_erase`. The auxiliary statement `rest` shows that the remaining sites give a power of d. This lemma is stated for `M + 1` sites, so its `M` is N−1, whereas in the later theorems `M` is N−2.

`onSite_mul_same` compares the two sides site by site, distinguishing k = i from k ≠ i. `trace_onSite_mul_of_ne` removes first i and then j from the product. The hypothesis i ≠ j ensures that j is still present after i has been removed, and `hcard` counts the `M` sites that are left.

**Assembling the double sum.** In the main theorem, `row` fixes the first site i and sums over j. It splits off the term j = i and finds `M + 1` equal terms for the other sites. The outer sum then consists of `M + 2` identical rows, which gives the factors N and N(N−1). The closing `ring` collects them.

**The connected correlation.** Within `connected_correlation`, the statement `single` computes Tr Γ(a) for any one-site matrix a. After substitution of this and the main theorem, `ring` carries out the cancellation N(N−1) − N² = −N.

**From zero variance to a scalar matrix.** `no_fluctuation_iff_scalar` first rewrites the left-hand side with `connected_correlation` and treats d = 0 separately. For d > 0 the prefactor is nonzero, so `key` obtains d Tr(h²) − (Tr h)² = 0. The number c is introduced through two properties: c·d = Tr h, and c equals its own complex conjugate.

From these, `hsq` derives Tr(h²) = c Tr h, `hB` shows that h − c1 is Hermitian, and `hnorm` expands the trace of B†B and finds zero. The step from zero norm to B = 0 is `Matrix.trace_conjTranspose_mul_self_eq_zero_iff`. The converse direction substitutes h = c1 and evaluates the traces.
